# For two projectors P and Q, whether aP + bQ is injective does not depend on the weights, as long as a, b and a + b are nonzero

## One coupling does not settle the next

Take two linear operators \(A\) and \(B\) and suppose that \(A+B\) has been found to be injective. This says nothing about \(A+2B\). With \(A=1\) and \(B=-\tfrac12\) on the complex numbers, \(A+B=\tfrac12\) is injective and \(A+2B=0\) is not. A model that is non-singular at one choice of couplings can be singular at another, so a check at one choice does not by itself settle the others.

If both operators are projectors, the situation is better. Let \(P^2=P\) and \(Q^2=Q\), and consider the weighted sum \(aP+bQ\). Its injectivity can change only when a weight vanishes or when the two weights cancel. These exceptions have a direct meaning:

- If \(a=0\) or \(b=0\), one of the two terms is switched off.
- If \(a+b=0\), the terms cancel on every vector that lies in both ranges, because there \(aP+bQ\) acts as multiplication by \(a+b\).

For a model Hamiltonian that consists of just two weighted projectors, the result says that the degeneracy of the zero-energy level is the same at all couplings away from these exceptions. It says nothing about the other levels. The projectors need not be orthogonal, so the oblique projectors that come with non-orthogonal basis sets are included.

## The statement and its Lean form

Let \(V\) be a vector space over a field \(K\), let \(P\) and \(Q\) be idempotent linear maps on \(V\), and let \(a,b,c,d\in K\) be such that
\[
a,\quad b,\quad a+b,\quad c,\quad d,\quad c+d
\]
are all nonzero. Then \(aP+bQ\) is injective if and only if \(cP+dQ\) is injective. The same equivalence holds for surjectivity, and the kernels of the two maps have the same dimension.

In Lean, an operator is an element of `Module.End K V`, a linear map from \(V\) to itself that is defined on all of \(V\). The property of being a projector is `IsIdempotentElem P`, which says \(P\cdot P=P\), where the product is composition. There is no inner product in the setting, hence no self-adjointness, and \(P\) and \(Q\) are not assumed to commute. The weighted sum \(aP+bQ\) is `pairOp a b P Q`. The six conditions on the weights are the hypotheses `ha`, `hb`, `hab`, `hc`, `hd` and `hcd`.

The three parts of the statement are `pairOp_injective_iff`, `pairOp_surjective_iff` and `rank_ker_pairOp_eq`. None of them assumes that \(V\) has finite dimension. The dimension in the third is `Module.rank`, the cardinality of an algebraic basis. In an infinite-dimensional Hilbert space this can differ from the cardinality of an orthonormal basis, as it does in the separable case, and unbounded operators with a restricted domain are not covered. Over the field with two elements the theorems are empty, since two nonzero weights there always add up to zero.

## Two rescalings that connect the sums

A projector \(E\) splits every vector into a part \((1-E)x\) in its kernel and a part \(Ex\) in its range. Define the rescaling
\[
R_E(r,s)=r(1-E)+sE ,
\]
which multiplies the first part by \(r\) and the second by \(s\). Since \(E(1-E)=(1-E)E=0\), two rescalings along the same projector multiply weight by weight:
\[
R_E(r,s)\,R_E(r',s')=rr'(1-E)+ss'E=R_E(rr',ss').
\]
Also \(R_E(1,1)=1\). If \(r\) and \(s\) are nonzero, \(R_E(r^{-1},s^{-1})\) is therefore a two-sided inverse of \(R_E(r,s)\), and the rescaling is bijective.

Now look for a rescaling \(T=R_P(r,s)\) along \(P\) and a rescaling \(S=R_Q(u,v)\) along \(Q\) such that
\[
(cP+dQ)\,T=S\,(aP+bQ).
\]
On the left, \(PT=sP\) and \(QT=rQ+(s-r)QP\), so
\[
(cP+dQ)T=cs\,P+dr\,Q+d(s-r)\,QP .
\]
On the right, \(SP=uP+(v-u)QP\) and \(SQ=vQ\), so
\[
S(aP+bQ)=au\,P+bv\,Q+a(v-u)\,QP .
\]
The two sides agree if the coefficients of \(P\), \(Q\) and \(QP\) agree:
\[
cs=au,\qquad dr=bv,\qquad d(s-r)=a(v-u).
\]
The first two equations give \(u=cs/a\) and \(v=dr/b\). Inserting these in the third gives \(s(c+d)=dr(a+b)/b\), which fixes the ratio
\[
\frac{s}{r}=\frac{d(a+b)}{b(c+d)} .
\]
A choice without denominators is
\[
r=ab(c+d),\quad s=ad(a+b),\quad u=cd(a+b),\quad v=ad(c+d).
\]
With it, both coefficients of \(P\) are \(acd(a+b)\), both coefficients of \(Q\) are \(abd(c+d)\), and both coefficients of \(QP\) are \(ad(ad-bc)\).

Each of the four weights is a product of quantities assumed nonzero, so \(S\) and \(T\) are bijective. Composing a map with a bijection on either side changes neither its injectivity nor its surjectivity. Hence \(aP+bQ\) is injective exactly when \(S(aP+bQ)=(cP+dQ)T\) is, and this holds exactly when \(cP+dQ\) is injective. The argument for surjectivity is the same.

For the kernels, let \((aP+bQ)x=0\). Then \((cP+dQ)Tx=S\,0=0\), so \(T\) maps the first kernel into the second. Conversely, let \((cP+dQ)y=0\) and write \(y=Tx\). Then \(S(aP+bQ)x=0\), and since \(S\) is injective, \(x\) lies in the first kernel. So \(T\) maps the first kernel onto the second, and being linear and injective it preserves the dimension.

## A kernel that moves with the weights

The kernels have equal dimension but need not be the same subspace. On \(\mathbb C^2\) take
\[
P(x,y)=(x,0),\qquad Q(x,y)=(x+y,0).
\]
Both are idempotent, and \((aP+bQ)(x,y)=((a+b)x+by,\,0)\). For admissible weights the kernel is the line through \((b,-(a+b))\), whose direction depends on \(a/b\).

For \(a=b=1\) this is the line through \((1,-2)\), and for \(c=1\), \(d=2\) it is the line through \((2,-3)\). The rescaling has \(r=3\) and \(s=4\), so \(T(x,y)=(4x,3y)\). It sends \((1,-2)\) to \((4,-6)=2\,(2,-3)\), which lies in the second kernel.

Here \(Q\) is oblique. If both projectors are orthogonal (self-adjoint), the kernel does not move. Let \((aP+bQ)x=0\) and put \(z=aPx=-bQx\), which lies in both ranges. Then \(\langle z,x\rangle=\langle z,Px\rangle=\|z\|^2/a\) and also \(\langle z,x\rangle=\langle z,Qx\rangle=-\|z\|^2/b\). Since \(a+b\neq0\), this forces \(z=0\), so \(Px=Qx=0\). The kernel is then \(\ker P\cap\ker Q\) for all admissible weights. This remark is not part of the Lean file.

## The ranges correspond as well

The same identity relates the ranges. Since \(T\) is surjective,
\[
\operatorname{ran}(cP+dQ)=(cP+dQ)\,T\,V=S\,(aP+bQ)\,V=S\,\operatorname{ran}(aP+bQ).
\]
The bijection \(S\) carries one range onto the other, so the two maps have equal rank, and their ranges have equal codimension. This is derived here by hand; the file contains only the case in which the range is all of \(V\).

## The Lean file

```lean
import Mathlib

open Function

namespace ProjectorPairCombination

variable {K V : Type*} [Field K] [AddCommGroup V] [Module K V]

/-- The weighted sum `a P + b Q` of two operators. -/
def pairOp (a b : K) (P Q : Module.End K V) : Module.End K V :=
  a • P + b • Q

/-- The operator `r (1 - E) + s E`, which for a projector `E` multiplies the component
in the kernel of `E` by `r` and the component in its range by `s`. -/
def rescale (r s : K) (E : Module.End K V) : Module.End K V :=
  r • (1 - E) + s • E

/-- Two successive rescalings along the same projector multiply their weights. -/
theorem rescale_rescale {E : Module.End K V} (hE : IsIdempotentElem E)
    (r s r' s' : K) (x : V) :
    rescale r s E (rescale r' s' E x) = rescale (r * r') (s * s') E x := by
  have hE' : ∀ y, E (E y) = E y := fun y => LinearMap.congr_fun hE.eq y
  simp only [rescale, LinearMap.add_apply, LinearMap.smul_apply, LinearMap.sub_apply,
    Module.End.one_apply, map_add, map_sub, map_smul, hE']
  module

/-- A rescaling along a projector with two nonzero weights is bijective. -/
theorem rescale_bijective {E : Module.End K V} (hE : IsIdempotentElem E)
    {r s : K} (hr : r ≠ 0) (hs : s ≠ 0) : Bijective (rescale r s E) := by
  have hone : ∀ x, rescale (1 : K) 1 E x = x := fun x => by
    simp only [rescale, LinearMap.add_apply, LinearMap.smul_apply, LinearMap.sub_apply,
      Module.End.one_apply]
    module
  -- the inverse has the inverse weights
  refine bijective_iff_has_inverse.mpr ⟨rescale r⁻¹ s⁻¹ E, fun x => ?_, fun x => ?_⟩
  · rw [rescale_rescale hE, inv_mul_cancel₀ hr, inv_mul_cancel₀ hs, hone]
  · rw [rescale_rescale hE, mul_inv_cancel₀ hr, mul_inv_cancel₀ hs, hone]

/-- Two weighted sums of the same pair of projectors are intertwined by a rescaling
along `P` on the right and a rescaling along `Q` on the left. -/
theorem pairOp_intertwine {P Q : Module.End K V} (hP : IsIdempotentElem P)
    (hQ : IsIdempotentElem Q) (a b c d : K) (x : V) :
    pairOp c d P Q (rescale (a * b * (c + d)) (a * d * (a + b)) P x) =
      rescale (c * d * (a + b)) (a * d * (c + d)) Q (pairOp a b P Q x) := by
  have hP' : ∀ y, P (P y) = P y := fun y => LinearMap.congr_fun hP.eq y
  have hQ' : ∀ y, Q (Q y) = Q y := fun y => LinearMap.congr_fun hQ.eq y
  -- both sides are combinations of P x, Q x and Q (P x)
  simp only [pairOp, rescale, LinearMap.add_apply, LinearMap.smul_apply,
    LinearMap.sub_apply, Module.End.one_apply, map_add, map_sub, map_smul, hP', hQ']
  module

/-- For two projectors and weights that are nonzero and have nonzero sums,
`a P + b Q` is injective if and only if `c P + d Q` is injective. -/
theorem pairOp_injective_iff {P Q : Module.End K V} (hP : IsIdempotentElem P)
    (hQ : IsIdempotentElem Q) {a b c d : K} (ha : a ≠ 0) (hb : b ≠ 0) (hab : a + b ≠ 0)
    (hc : c ≠ 0) (hd : d ≠ 0) (hcd : c + d ≠ 0) :
    Injective (pairOp a b P Q) ↔ Injective (pairOp c d P Q) := by
  have hT := rescale_bijective hP (mul_ne_zero (mul_ne_zero ha hb) hcd)
    (mul_ne_zero (mul_ne_zero ha hd) hab)
  have hS := rescale_bijective hQ (mul_ne_zero (mul_ne_zero hc hd) hab)
    (mul_ne_zero (mul_ne_zero ha hd) hcd)
  have h := funext (pairOp_intertwine hP hQ a b c d)
  -- composing with bijections does not affect injectivity
  rw [← Injective.of_comp_iff hS.injective (pairOp a b P Q),
    ← Injective.of_comp_iff' (pairOp c d P Q) hT]
  exact iff_of_eq (congrArg Injective h.symm)

/-- For two projectors and weights that are nonzero and have nonzero sums, `a P + b Q` is surjective
if and only if `c P + d Q` is surjective, in any dimension. -/
theorem pairOp_surjective_iff {P Q : Module.End K V} (hP : IsIdempotentElem P)
    (hQ : IsIdempotentElem Q) {a b c d : K} (ha : a ≠ 0) (hb : b ≠ 0) (hab : a + b ≠ 0)
    (hc : c ≠ 0) (hd : d ≠ 0) (hcd : c + d ≠ 0) :
    Surjective (pairOp a b P Q) ↔ Surjective (pairOp c d P Q) := by
  have hT := rescale_bijective hP (mul_ne_zero (mul_ne_zero ha hb) hcd)
    (mul_ne_zero (mul_ne_zero ha hd) hab)
  have hS := rescale_bijective hQ (mul_ne_zero (mul_ne_zero hc hd) hab)
    (mul_ne_zero (mul_ne_zero ha hd) hcd)
  have h := funext (pairOp_intertwine hP hQ a b c d)
  rw [← Surjective.of_comp_iff' hS (pairOp a b P Q),
    ← Surjective.of_comp_iff (pairOp c d P Q) hT.surjective]
  exact iff_of_eq (congrArg Surjective h.symm)

/-- For two projectors and weights that are nonzero and have nonzero sums, the kernels of `a P + b
Q` and `c P + d Q` have the same dimension, finite or infinite. -/
theorem rank_ker_pairOp_eq {P Q : Module.End K V} (hP : IsIdempotentElem P)
    (hQ : IsIdempotentElem Q) {a b c d : K} (ha : a ≠ 0) (hb : b ≠ 0) (hab : a + b ≠ 0)
    (hc : c ≠ 0) (hd : d ≠ 0) (hcd : c + d ≠ 0) :
    Module.rank K (LinearMap.ker (pairOp a b P Q)) =
      Module.rank K (LinearMap.ker (pairOp c d P Q)) := by
  have hT := rescale_bijective hP (mul_ne_zero (mul_ne_zero ha hb) hcd)
    (mul_ne_zero (mul_ne_zero ha hd) hab)
  have hS := rescale_bijective hQ (mul_ne_zero (mul_ne_zero hc hd) hab)
    (mul_ne_zero (mul_ne_zero ha hd) hcd)
  have h := pairOp_intertwine hP hQ a b c d
  -- the rescaling along P carries one kernel onto the other
  have hmap : (LinearMap.ker (pairOp a b P Q)).map
      (rescale (a * b * (c + d)) (a * d * (a + b)) P) =
      LinearMap.ker (pairOp c d P Q) := by
    ext y
    rw [Submodule.mem_map, LinearMap.mem_ker]
    constructor
    · rintro ⟨x, hx, rfl⟩
      rw [h x, LinearMap.mem_ker.mp hx, map_zero]
    · intro hy
      obtain ⟨x, rfl⟩ := hT.surjective y
      refine ⟨x, LinearMap.mem_ker.mpr (hS.injective ?_), rfl⟩
      rw [← h x, hy, map_zero]
  rw [← hmap]
  exact (Submodule.equivMapOfInjective _ hT.injective _).rank_eq

/-- For `P = Q = 1` on `ℂ`, `P - Q` is not injective while `P + Q` is. -/
theorem sum_condition_sharp :
    ¬ Injective (pairOp (1 : ℂ) (-1) (1 : Module.End ℂ ℂ) 1) ∧
      Injective (pairOp (1 : ℂ) 1 (1 : Module.End ℂ ℂ) 1) := by
  constructor
  · intro h
    have h10 : (1 : ℂ) = 0 := h (by simp [pairOp])
    exact one_ne_zero h10
  · intro x y h
    have h' : (1 : ℂ) * x + 1 * y * 0 + x = y + y := by
      simpa [pairOp] using h
    linear_combination h' / 2

/-- The projector `(x, y) ↦ (x, 0)` on `ℂ²`. -/
def projFirst : Module.End ℂ (ℂ × ℂ) :=
  (LinearMap.inl ℂ ℂ ℂ).comp (LinearMap.fst ℂ ℂ ℂ)

/-- The oblique projector `(x, y) ↦ (0, x + y)` on `ℂ²`. -/
def projOblique : Module.End ℂ (ℂ × ℂ) :=
  (LinearMap.inr ℂ ℂ ℂ).comp (LinearMap.fst ℂ ℂ ℂ + LinearMap.snd ℂ ℂ ℂ)

/-- The maps `projFirst` and `projOblique` are idempotent, do not commute, and have an
injective sum. -/
theorem projectors_witness :
    IsIdempotentElem projFirst ∧ IsIdempotentElem projOblique ∧
      projFirst * projOblique ≠ projOblique * projFirst ∧
      Injective (pairOp 1 1 projFirst projOblique) := by
  refine ⟨?_, ?_, ?_, ?_⟩
  · show projFirst * projFirst = projFirst
    refine LinearMap.ext fun x => ?_
    simp [projFirst, Module.End.mul_apply]
  · show projOblique * projOblique = projOblique
    refine LinearMap.ext fun x => ?_
    simp [projOblique, Module.End.mul_apply]
  · intro h
    -- the two products differ on the first basis vector
    have h1 := congrArg Prod.snd (LinearMap.congr_fun h ((1 : ℂ), (0 : ℂ)))
    simp [projFirst, projOblique, Module.End.mul_apply] at h1
  · rintro ⟨x₁, x₂⟩ ⟨y₁, y₂⟩ h
    have h1 : x₁ = y₁ := by
      simpa [pairOp, projFirst, projOblique] using congrArg Prod.fst h
    have h2 : x₁ + x₂ = y₁ + y₂ := by
      simpa [pairOp, projFirst, projOblique] using congrArg Prod.snd h
    exact Prod.ext h1 (by linear_combination h2 - h1)

end ProjectorPairCombination
```

```lean
#print axioms ProjectorPairCombination.pairOp_injective_iff
#print axioms ProjectorPairCombination.pairOp_surjective_iff
#print axioms ProjectorPairCombination.rank_ker_pairOp_eq
#print axioms ProjectorPairCombination.sum_condition_sharp
```

```
'ProjectorPairCombination.pairOp_injective_iff' depends on axioms: [propext, Classical.choice, Quot.sound]
'ProjectorPairCombination.pairOp_surjective_iff' depends on axioms: [propext, Classical.choice, Quot.sound]
'ProjectorPairCombination.rank_ker_pairOp_eq' depends on axioms: [propext, Classical.choice, Quot.sound]
'ProjectorPairCombination.sum_condition_sharp' depends on axioms: [propext, Classical.choice, Quot.sound]
```

## How the proof follows the derivation

The operator \(R_E(r,s)\) is `rescale r s E`, with the weight of the kernel part first. The lemma `rescale_rescale` is the rule that weights multiply. It first turns idempotence into the pointwise statement `hE'`, that \(E(Ey)=Ey\) for every \(y\). Then `simp only` expands both sides into combinations of \(x\) and \(Ex\), and `module` compares the coefficients.

The lemma `rescale_bijective` supplies the inverse explicitly, as the rescaling with weights \(r^{-1}\) and \(s^{-1}\). The two remaining goals say that it is an inverse from the left and from the right. Each follows from `rescale_rescale`, the cancellation of a nonzero scalar with its inverse, and `hone`, which states that \(R_E(1,1)\) is the identity.

The intertwining identity is `pairOp_intertwine`, with the four weights written out as above. It is stated for a vector \(x\), and it needs no condition on the scalars, because the denominators have been cleared. After the expansion both sides are combinations of \(Px\), \(Qx\) and \(Q(Px)\), and `module` checks the three coefficient equations that were solved by hand.

In `pairOp_injective_iff`, the facts `hT` and `hS` record that the two rescalings are bijective. The calls to `mul_ne_zero` assemble each weight from its nonzero factors. The identity is then turned into an equality of functions, `h`. The first rewrite replaces injectivity of \(aP+bQ\) by injectivity of \(S\circ(aP+bQ)\), for which injectivity of \(S\) is enough. The second replaces injectivity of \(cP+dQ\) by that of \((cP+dQ)\circ T\), which uses that \(T\) is bijective. By `h` the two composites are the same function.

The proof of `pairOp_surjective_iff` has the same shape with the roles exchanged: surjectivity of \(T\) is enough on the right, and bijectivity of \(S\) is used on the left.

In `rank_ker_pairOp_eq`, the intermediate claim `hmap` says that the image of the first kernel under \(T\) is the second kernel. Its two directions are the two halves of the kernel argument above. `Submodule.equivMapOfInjective` then provides the linear isomorphism between the first kernel and its image, and `rank_eq` gives the equality of dimensions.

## Cancelling weights and a non-commuting pair

The theorem `sum_condition_sharp` shows what happens when the weights cancel. On \(\mathbb C\), with \(P=Q=1\), the weights \(1,-1\) give the zero map, which sends \(1\) and \(0\) to the same value. The weights \(1,1\) give multiplication by 2, and from \(2x=2y\) follows \(x=y\). The equivalence therefore fails if \(a+b=0\) is allowed.

The theorem `projectors_witness` gives a pair that does not commute. The map `projFirst` sends \((x,y)\) to \((x,0)\), and `projOblique` sends \((x,y)\) to \((0,x+y)\). Applied to \((1,0)\), the product `projFirst * projOblique` gives \((0,0)\), while the product in the other order gives \((0,1)\). The sum of the two projectors sends \((x,y)\) to \((x,x+y)\), from which \(x\) and then \(y\) can be recovered, so it is injective. By `pairOp_injective_iff`, every other admissible pair of weights then gives an injective map too.

The same pair shows why zero weights are excluded. With \(b=0\) only a multiple of `projFirst` is left, and this sends \((0,1)\) to zero.
